# The purity Tr γ² of a Hermitian matrix γ is the sum of its squared natural occupations

Let γ = U diag(f) Uᴴ, where U is a finite unitary complex matrix whose columns are the natural orbitals and f gives their real occupations. The theorem `purity_ofOccupations` states that the purity of γ, defined as the real part of the trace of γ², equals the sum of the squares of the occupations. The occupations may be any real numbers: they need not lie between 0 and 1, and no value is fixed for their sum. The attempt first shows that γ² has the same form as γ, with each occupation squared, and then applies the earlier result that the trace of such a matrix is the sum of its occupations. The step that fails is an auxiliary one, `hd`, which writes the diagonal matrix of squared occupations as the product of two diagonal matrices.

As first written in Lean, the proof fails:

```lean
import Mathlib

open Matrix
open scoped ComplexOrder

namespace PurityOfOccupations

noncomputable section

variable {n : Type*} [Fintype n] [DecidableEq n]

/-- The purity of `γ`, the real part of the trace of `γ²`. -/
def purity (γ : Matrix n n ℂ) : ℝ := (γ * γ).trace.re

/-- The matrix `U diag(f) Uᴴ`. For unitary `U`, the columns of `U` are its natural orbitals and `f`
their occupations. -/
def ofOccupations (U : Matrix n n ℂ) (f : n → ℝ) : Matrix n n ℂ :=
  U * diagonal (fun i => (f i : ℂ)) * Uᴴ

/-- For unitary `U`, the trace of `U diag(f) Uᴴ` is the sum of the occupations. -/
theorem trace_ofOccupations {U : Matrix n n ℂ} (hU : Uᴴ * U = 1) (f : n → ℝ) :
    (ofOccupations U f).trace = ((∑ i, f i : ℝ) : ℂ) := by
  rw [ofOccupations, trace_mul_comm, ← mul_assoc, hU, one_mul, trace_diagonal,
    Complex.ofReal_sum]

/-- For unitary `U`, the purity of `U diag(f) Uᴴ` is the sum of the squared occupations. -/
theorem purity_ofOccupations {U : Matrix n n ℂ} (hU : Uᴴ * U = 1) (f : n → ℝ) :
    purity (ofOccupations U f) = ∑ i, f i ^ 2 := by
  have e : ofOccupations U f * ofOccupations U f = ofOccupations U (fun i => f i ^ 2) := by
    have hd : diagonal (fun i => ((f i ^ 2 : ℝ) : ℂ)) =
        diagonal (fun i => (f i : ℂ)) * diagonal (fun i => (f i : ℂ)) := by
      rw [diagonal_mul_diagonal]
      simp only [Complex.ofReal_pow, pow_two]
    rw [ofOccupations, ofOccupations, hd]
    simp only [mul_assoc]
    rw [← mul_assoc Uᴴ U, hU, one_mul]
  rw [purity, e, trace_ofOccupations hU, Complex.ofReal_re]

end

end PurityOfOccupations
```

Lean reports:

```
Main.lean:31:73: error: unsolved goals
n : Type u_1
inst✝¹ : Fintype n
inst✝ : DecidableEq n
U : Matrix n n ℂ
hU : Uᴴ * U = 1
f : n → ℝ
⊢ (diagonal fun i => ↑(f i * f i)) = diagonal fun i => ↑(f i) * ↑(f i)
Main.lean:33:17: warning: This simp argument is unused:
  Complex.ofReal_pow

Hint: Omit it from the simp argument list.
  [apply] simp only [pow_two]

Note: This linter can be disabled with `set_option linter.unusedSimpArgs false`
```

The error shows what is left of `hd` after `simp only`: the left side has `↑(f i * f i)`, a product taken in the reals and then cast to the complex numbers, while the right side has `↑(f i) * ↑(f i)`, a product of casts.

The lemma `Complex.ofReal_pow` was meant to move the cast inside the power. But `simp` simplifies inner terms first, so `pow_two` turned `f i ^ 2` into `f i * f i` before the surrounding cast was reached. No power was then left under the cast for `Complex.ofReal_pow` to match, which is why the warning reports it as unused. Neither lemma given can move a cast through a product, so the goal stayed open.

The repair replaces `Complex.ofReal_pow` with `Complex.ofReal_mul`, which rewrites `↑(f i * f i)` as `↑(f i) * ↑(f i)`. The two sides are then identical and `simp only` closes the goal. Putting `pow_two` first in the list is mere tidying.

The repair, with which the file compiles:

```diff
@@ -31,5 +31,5 @@
         diagonal (fun i => (f i : ℂ)) * diagonal (fun i => (f i : ℂ)) := by
       rw [diagonal_mul_diagonal]
-      simp only [Complex.ofReal_pow, pow_two]
+      simp only [pow_two, Complex.ofReal_mul]
     rw [ofOccupations, ofOccupations, hd]
     simp only [mul_assoc]
```
